# The Drude sum rule converges only inversely with the frequency cutoff

If a Drude conductivity with relaxation time τ is integrated up to a finite angular frequency W instead of to infinity, the fraction of the sum rule that is missed is

m(W) = 1 − (2/π) arctan(Wτ),

and for large W it falls off as 2/(πτW), no faster. Doubling the cutoff therefore roughly halves the missing weight, once Wτ is large.

The conductivity in question is the dissipative (real) part of the Drude response,

σ(ω) = s0/(1 + ω²τ²), with s0 > 0 and τ > 0.

Here s0 is the dc conductivity, and τ is the time over which collisions relax the current, taken to be the same at all frequencies. The missing fraction m(W) is the integral of σ over (W, ∞) divided by its integral over (0, ∞). For W > 0 it obeys

(2/π) · Wτ/(1 + W²τ²) < m(W) < 2/(πτW),

and for a tolerance 0 < ε < 1 it satisfies

m(W) ≤ ε exactly when W ≥ 1/(τ tan(πε/2)).

## Sum-rule checks on a finite frequency grid

A Kubo-Greenwood code computes σ(ω) from transitions between single-particle states. For electrons in a local potential the integral of σ over frequency is fixed by the electron density (a non-local pseudopotential adds a correction), so comparing the computed integral with the expected value is a common check on the matrix elements and the number of bands. The grid ends at a finite frequency, and the finite set of empty states also limits the transition energies that can be reached. Let W be a cutoff within the grid up to which the included states suffice, and integrate only that far. Part of any shortfall is then due to truncation.

For a metal whose response is described by a single relaxation time, the formula for m(W) says how large that part is. The truncated integral should equal (1 − m(W)) times the full sum rule, so a code can compare with this reduced target, or divide its integral by 1 − m(W) when W > 0. If an estimate of τ is available before the run, the tolerance formula gives the cutoff to request, and enough empty states must be included to reach it.

The variable ω is an angular frequency. If the grid holds photon energies E, use ω = E/ħ; if it holds ordinary frequencies f, use ω = 2πf.

As an example, take τ = 10 fs and W = 1 rad/fs, so that Wτ = 10. Since π/2 − arctan 10 = arctan 0.1, the series for the arctangent gives

arctan 0.1 ≈ 0.1 − 0.000333 + 0.000002 = 0.099669,

m(W) = (2/π) · 0.099669 ≈ 0.06345.

The lower and upper bounds are 0.06303 and 0.06366. A truncated integral that comes out 6.3% below the sum rule is what the Drude form predicts here. To bring the missing fraction down to 1%, the cutoff must satisfy

Wτ ≥ 1/tan(0.005π) ≈ 63.66,

which is W ≈ 6.37 rad/fs, more than six times the original range.

## From the Lorentzian tail to the required cutoff

Substitute x = ωτ, so that dω = dx/τ. The weight above W is

∫_W^∞ s0/(1 + ω²τ²) dω = (s0/τ) ∫_{Wτ}^∞ dx/(1 + x²) = (s0/τ)(π/2 − arctan(Wτ)).

Setting W = 0 gives the total weight,

∫_0^∞ σ(ω) dω = πs0/(2τ).

For free electrons of density n, charge −e and mass mₑ, the dc conductivity is s0 = ne²τ/mₑ, so this total is πne²/(2mₑ), which is fixed by the density and does not depend on τ. In the ratio of the tail to the total the prefactor s0/τ cancels:

m(W) = (π/2 − arctan(Wτ))/(π/2) = 1 − (2/π) arctan(Wτ).

The integral up to W is the total minus the tail, and the tail is m(W) times the total, so

∫_0^W σ(ω) dω = (1 − m(W)) · πs0/(2τ).

For the bounds, let W > 0, write x = Wτ from here on, and set θ = π/2 − arctan x. Then 0 < θ < π/2 and m(W) = 2θ/π. Because θ is the complement of arctan x, tan θ = 1/x. The inequality θ < tan θ gives

m(W) < 2/(πx) = 2/(πτW).

For the other side, use sin(arctan x) = x/√(1 + x²) and cos(arctan x) = 1/√(1 + x²):

sin 2θ = sin(π − 2 arctan x) = sin(2 arctan x) = 2x/(1 + x²).

The inequality sin 2θ < 2θ then reads x/(1 + x²) < θ, and multiplying by 2/π gives the lower bound on m(W).

Now multiply both bounds by W:

(2/(πτ)) · (1 − 1/(1 + W²τ²)) < W m(W) < 2/(πτ).

The left side tends to 2/(πτ) as W → ∞, and the right side is already equal to it. Hence

W m(W) → 2/(πτ).

The limit is positive, so the missing fraction decays neither faster nor slower than 1/W.

Finally, the condition m(W) ≤ ε rearranges to

arctan(Wτ) ≥ π/2 − πε/2.

For 0 < ε < 1 the right side lies between 0 and π/2. The tangent is increasing there, and tan(π/2 − πε/2) = 1/tan(πε/2), so the condition is the same as

Wτ ≥ 1/tan(πε/2).

Division by τ gives the stated cutoff.

## The Lean source

```lean
import Mathlib

open MeasureTheory Set Filter Topology
open scoped Real

namespace DrudeSumRuleCutoff

noncomputable section

/-- The dissipative Drude conductivity at frequency `ω`, with dc value `s0` and
relaxation time `τ`. -/
def drude (s0 τ ω : ℝ) : ℝ := s0 / (1 + ω ^ 2 * τ ^ 2)

/-- The fraction of the Drude spectral weight on the positive frequency axis that lies beyond
the cutoff `W ≥ 0`, for `s0 > 0` and `τ > 0`. -/
def missingFraction (s0 τ W : ℝ) : ℝ :=
  (∫ ω in Ioi W, drude s0 τ ω) / (∫ ω in Ioi (0 : ℝ), drude s0 τ ω)

/-- The Drude conductivity is a Lorentzian in the dimensionless frequency `τ ω`. -/
theorem drude_eq (s0 τ : ℝ) :
    drude s0 τ = fun ω => s0 * (1 + (τ * ω) ^ 2)⁻¹ := by
  funext ω
  show s0 / (1 + ω ^ 2 * τ ^ 2) = s0 * (1 + (τ * ω) ^ 2)⁻¹
  rw [div_eq_mul_inv, mul_pow, mul_comm (τ ^ 2)]

/-- For a positive relaxation time the Drude conductivity is integrable over all frequencies. -/
theorem integrable_drude (s0 : ℝ) {τ : ℝ} (hτ : 0 < τ) : Integrable (drude s0 τ) := by
  rw [drude_eq]
  exact (integrable_inv_one_add_sq.comp_mul_left' hτ.ne').const_mul s0

/-- For `τ > 0` the spectral weight above the frequency `W` is
`(s0 / τ) (π / 2 - arctan (W τ))`. -/
theorem weight_above (s0 : ℝ) {τ : ℝ} (hτ : 0 < τ) (W : ℝ) :
    ∫ ω in Ioi W, drude s0 τ ω = s0 / τ * (π / 2 - Real.arctan (W * τ)) := by
  -- rescale the frequency by the relaxation time
  have key : ∫ ω in Ioi W, (1 + (τ * ω) ^ 2)⁻¹
      = τ⁻¹ * ∫ x in Ioi (τ * W), (1 + x ^ 2)⁻¹ :=
    integral_comp_mul_left_Ioi (fun x : ℝ => (1 + x ^ 2)⁻¹) W hτ
  simp only [drude_eq]
  rw [integral_const_mul, key, integral_Ioi_inv_one_add_sq, mul_comm τ W]
  ring

/-- Drude sum rule: for `τ > 0` the total weight at positive frequencies is `π s0 / (2 τ)`. -/
theorem total_weight (s0 : ℝ) {τ : ℝ} (hτ : 0 < τ) :
    ∫ ω in Ioi (0 : ℝ), drude s0 τ ω = π * s0 / (2 * τ) := by
  rw [weight_above s0 hτ, zero_mul, Real.arctan_zero]
  ring

/-- For `s0, τ > 0`, the conductivity integral cut off at `W` is the full sum rule reduced by the
missing fraction. -/
theorem integral_up_to_cutoff {s0 τ : ℝ} (hs : 0 < s0) (hτ : 0 < τ) (W : ℝ) :
    ∫ ω in (0 : ℝ)..W, drude s0 τ ω
      = (1 - missingFraction s0 τ W) * (π * s0 / (2 * τ)) := by
  have hne : π * s0 / (2 * τ) ≠ 0 := by positivity
  have h := intervalIntegral.integral_interval_add_Ioi (a := 0) (b := W)
    (integrable_drude s0 hτ).integrableOn (integrable_drude s0 hτ).integrableOn
  rw [total_weight s0 hτ] at h
  unfold missingFraction
  rw [total_weight s0 hτ, sub_mul, one_mul, div_mul_cancel₀ _ hne]
  linarith

/-- For `s0, τ > 0` the missing fraction is `1 - (2 / π) arctan (W τ)`. -/
theorem missingFraction_eq {s0 τ : ℝ} (hs : 0 < s0) (hτ : 0 < τ) (W : ℝ) :
    missingFraction s0 τ W = 1 - 2 / π * Real.arctan (W * τ) := by
  have h1 : s0 / τ ≠ 0 := by positivity
  have h2 : π / 2 ≠ 0 := by positivity
  unfold missingFraction
  rw [weight_above s0 hτ, weight_above s0 hτ, zero_mul, Real.arctan_zero, sub_zero,
    mul_div_mul_left _ _ h1, sub_div, div_self h2]
  ring

/-- For `s0, τ, W > 0` the missing fraction lies strictly between
`(2 / π) W τ / (1 + (W τ)²)` and `2 / (π τ W)`. -/
theorem missingFraction_bounds {s0 τ W : ℝ} (hs : 0 < s0) (hτ : 0 < τ) (hW : 0 < W) :
    2 / π * (W * τ / (1 + (W * τ) ^ 2)) < missingFraction s0 τ W ∧
      missingFraction s0 τ W < 2 / (π * τ * W) := by
  have hx : 0 < W * τ := mul_pos hW hτ
  have hpos : 0 < Real.arctan (W * τ) := by
    have h := Real.arctan_strictMono hx
    rwa [Real.arctan_zero] at h
  have hlt := Real.arctan_lt_pi_div_two (W * τ)
  have hc : 0 < 2 / π := by positivity
  have hm : missingFraction s0 τ W = 2 / π * (π / 2 - Real.arctan (W * τ)) := by
    have h1 : 2 / π * (π / 2) = 1 := by
      have := Real.pi_ne_zero
      field_simp
    rw [missingFraction_eq hs hτ, mul_sub, h1]
  rw [hm]
  constructor
  · -- with θ = π/2 - arctan x, the lower bound is sin (2θ) < 2θ
    apply mul_lt_mul_of_pos_left _ hc
    have h := Real.sin_lt (x := π - 2 * Real.arctan (W * τ)) (by linarith)
    have hsq : √(1 + (W * τ) ^ 2) * √(1 + (W * τ) ^ 2) = 1 + (W * τ) ^ 2 :=
      Real.mul_self_sqrt (by positivity)
    rw [Real.sin_pi_sub, Real.sin_two_mul, mul_assoc, Real.sin_arctan, Real.cos_arctan,
      div_mul_div_comm, hsq, mul_one] at h
    linarith
  · -- the upper bound is θ < tan θ
    have h := Real.lt_tan (x := π / 2 - Real.arctan (W * τ)) (by linarith) (by linarith)
    rw [Real.tan_pi_div_two_sub, Real.tan_arctan] at h
    calc 2 / π * (π / 2 - Real.arctan (W * τ)) < 2 / π * (W * τ)⁻¹ :=
          mul_lt_mul_of_pos_left h hc
      _ = 2 / (π * τ * W) := by
          have := Real.pi_ne_zero
          field_simp

/-- For `s0, τ > 0`, the cutoff times the missing fraction tends to `2 / (π τ)` as the cutoff
goes to infinity: the Drude sum rule converges only inversely with the cutoff. -/
theorem tendsto_cutoff_mul_missingFraction {s0 τ : ℝ} (hs : 0 < s0) (hτ : 0 < τ) :
    Tendsto (fun W => W * missingFraction s0 τ W) atTop (𝓝 (2 / (π * τ))) := by
  have hπ := Real.pi_ne_zero
  have hsq : Tendsto (fun W : ℝ => 1 + (W * τ) ^ 2) atTop atTop :=
    tendsto_atTop_add_const_left _ 1
      ((tendsto_pow_atTop two_ne_zero).comp (tendsto_id.atTop_mul_const hτ))
  have hlow : Tendsto (fun W : ℝ => 2 / (π * τ) * (1 - (1 + (W * τ) ^ 2)⁻¹)) atTop
      (𝓝 (2 / (π * τ))) := by
    have h := ((tendsto_inv_atTop_zero.comp hsq).const_sub 1).const_mul (2 / (π * τ))
    rw [sub_zero, mul_one] at h
    exact h
  -- squeeze between the two bounds, each multiplied by the cutoff
  refine tendsto_of_tendsto_of_tendsto_of_le_of_le' hlow tendsto_const_nhds ?_ ?_
  · filter_upwards [eventually_gt_atTop (0 : ℝ)] with W hW
    have h := mul_lt_mul_of_pos_left (missingFraction_bounds hs hτ hW).1 hW
    have hd : 1 + (W * τ) ^ 2 ≠ 0 := by positivity
    have e : 2 / (π * τ) * (1 - (1 + (W * τ) ^ 2)⁻¹)
        = W * (2 / π * (W * τ / (1 + (W * τ) ^ 2))) := by
      have e1 : 1 - (1 + (W * τ) ^ 2)⁻¹ = (W * τ) ^ 2 / (1 + (W * τ) ^ 2) := by
        rw [eq_div_iff hd, sub_mul, inv_mul_cancel₀ hd]
        ring
      rw [e1]
      field_simp
    rw [e]
    exact h.le
  · filter_upwards [eventually_gt_atTop (0 : ℝ)] with W hW
    have h := mul_lt_mul_of_pos_left (missingFraction_bounds hs hτ hW).2 hW
    have e : W * (2 / (π * τ * W)) = 2 / (π * τ) := by
      field_simp
    rw [e] at h
    exact h.le

/-- For `s0, τ > 0` and a tolerance `0 < ε < 1`, the missing fraction is at most `ε` exactly when
the cutoff is at least `1 / (τ tan (π ε / 2))`. -/
theorem missingFraction_le_iff {s0 τ ε : ℝ} (hs : 0 < s0) (hτ : 0 < τ) (hε : 0 < ε)
    (hε1 : ε < 1) (W : ℝ) :
    missingFraction s0 τ W ≤ ε ↔ 1 / (τ * Real.tan (π * ε / 2)) ≤ W := by
  have hπ := Real.pi_pos
  have ha : Real.arctan (Real.tan (π / 2 - π * ε / 2)) = π / 2 - π * ε / 2 :=
    Real.arctan_tan (by nlinarith) (by nlinarith)
  have e : π * (1 - 2 / π * Real.arctan (W * τ)) = π - 2 * Real.arctan (W * τ) := by
    field_simp
  have h1 : 1 - 2 / π * Real.arctan (W * τ) ≤ ε ↔
      π / 2 - π * ε / 2 ≤ Real.arctan (W * τ) := by
    constructor
    · intro h
      have h' := mul_le_mul_of_nonneg_left h hπ.le
      linarith
    · intro h
      by_contra hn
      have h' := mul_lt_mul_of_pos_left (not_le.mp hn) hπ
      linarith
  have e2 : 1 / (τ * Real.tan (π * ε / 2)) = (Real.tan (π * ε / 2))⁻¹ / τ := by
    rw [one_div, mul_inv, mul_comm τ⁻¹, ← div_eq_mul_inv]
  -- invert the arctangent, which is strictly increasing
  rw [missingFraction_eq hs hτ, h1, ← ha, Real.arctan_strictMono.le_iff_le,
    Real.tan_pi_div_two_sub, e2, div_le_iff₀ hτ]

end

end DrudeSumRuleCutoff
```

```lean
#print axioms DrudeSumRuleCutoff.integral_up_to_cutoff
-- 'DrudeSumRuleCutoff.integral_up_to_cutoff' depends on axioms: [propext, Classical.choice, Quot.sound]
#print axioms DrudeSumRuleCutoff.tendsto_cutoff_mul_missingFraction
-- 'DrudeSumRuleCutoff.tendsto_cutoff_mul_missingFraction' depends on axioms: [propext, Classical.choice, Quot.sound]
#print axioms DrudeSumRuleCutoff.missingFraction_le_iff
-- 'DrudeSumRuleCutoff.missingFraction_le_iff' depends on axioms: [propext, Classical.choice, Quot.sound]
```

## Conductivity and missing weight as Lean objects

All quantities are real numbers. `drude s0 τ ω` is σ(ω), and `missingFraction s0 τ W` is m(W), defined as the quotient of two integrals and not by the arctangent formula. `Ioi W` is the open half-line of frequencies above W. The weight is counted on the positive frequency axis only; a convention that integrates over both signs of ω doubles the total and leaves the fraction unchanged if both tails are removed.

The hypotheses `hs : 0 < s0` and `hτ : 0 < τ` state that the dc conductivity and the relaxation time are positive. Mathlib assigns the value zero to the integral of a non-integrable function, and `integrable_drude` shows that this convention plays no part here.

The theorems read as follows.

- `weight_above` and `total_weight` give the tail integral and the full Drude sum rule.
- `integral_up_to_cutoff` says that the integral from 0 to W is the sum rule reduced by the factor 1 − m(W).
- `missingFraction_eq` is the arctangent formula. It holds for every real W, although m(W) is a missing fraction in the physical sense only for W ≥ 0.
- `missingFraction_bounds` is the strict two-sided bound for W > 0.
- `tendsto_cutoff_mul_missingFraction` is the limit of W m(W), with `atTop` standing for W → ∞ and `𝓝` for the neighbourhoods of the limiting value.
- `missingFraction_le_iff` is the equivalence between a tolerance and a minimum cutoff.

## Rescaling, two trigonometric inequalities and a squeeze

`drude_eq` rewrites σ as a constant times the inverse of 1 + (τω)². With that form, `integrable_drude` follows from Mathlib's integrability of 1/(1 + x²). In `weight_above`, the substitution x = τω is the lemma `integral_comp_mul_left_Ioi`, and `integral_Ioi_inv_one_add_sq` evaluates the remaining integral. `total_weight` is the case W = 0.

`integral_up_to_cutoff` uses the additivity of the integral over (0, W) and (W, ∞), then solves for the first part. `missingFraction_eq` inserts the tail formula in numerator and denominator and cancels s0/τ with `mul_div_mul_left`.

The proof of `missingFraction_bounds` first writes m(W) as 2/π times θ. The lower bound applies `Real.sin_lt` to π − 2 arctan(Wτ), which is 2θ, and expands the sine with the double-angle formula. The upper bound applies `Real.lt_tan` to θ and replaces tan θ by the inverse of Wτ.

For the limit, `hlow` shows that the lower bound multiplied by W tends to 2/(πτ). The squeeze lemma needs the inequalities only for sufficiently large W, so the proof restricts to W > 0 with `filter_upwards` and uses the two bounds there. In `missingFraction_le_iff`, the step `h1` isolates the arctangent, `ha` writes the threshold angle as the arctangent of its own tangent, and the strict monotonicity of the arctangent removes it from both sides.

## Drude tails and computed spectra

The theorems fix the truncation error of the Drude function for every positive s0 and τ. The bounds also say how good the simple estimate 2/(πτW) is: it always lies above m(W), by a relative amount smaller than 1/(Wτ)². At Wτ = 10 that is less than 1%.

Applying the result to a calculation takes one further step, the assumption that the computed conductivity follows the Drude form with a single τ, both below W and beyond it, where the computed data are incomplete or missing. Interband transitions carry part of the spectral weight and do not follow the Drude form, and a relaxation time that depends on frequency changes the tail. A fit that works well at low frequency does not settle either question. If the spectrum has visible structure near W, the correction by 1 − m(W) should not be trusted.

The integrals are those of a continuous function. Quadrature error on the grid, the broadening of discrete transitions, finite-size effects and rounding are separate contributions to a sum-rule discrepancy, and m(W) does not include them. The value of τ is an input too: when it comes from a fit, its uncertainty carries over to m(W), and for large Wτ a small relative error in τ produces a relative error of about the same size, and of opposite sign, in the missing fraction.
